# A gapped, dimerized Rice–Mele pump leg: its flux follows from the end points

To find the Chern number of a charge-pump cycle, one can integrate a flux density over momentum $k$ and time $t$. On a gapped leg of a Rice–Mele cycle where the intracell hopping is switched off, two evaluations of $D/\sqrt{w^2+D^2}$, at the start and at the end, replace that double integral; here $w$ is the intercell hopping and $D$ the staggered potential.

The Rice–Mele chain has two sites per cell, an intracell hopping, an intercell hopping $w$ and a staggered potential $D$ (often written $\Delta$). With the intracell hopping switched off, and with the same Bloch phase for both sites of a cell, the Bloch Hamiltonian is $\mathbf d\cdot\boldsymbol\sigma$, where $\boldsymbol\sigma$ are the Pauli matrices and $\mathbf d=(w\cos k,\,w\sin k,\,D)$. Its energies are $\pm\sqrt{w^2+D^2}$, so the gap stays open as long as $w$ and $D$ are never both zero. For $w,D$ continuously differentiable and never both zero on $[0,T]$, with $T>0$ and $\mathbf n=\mathbf d/|\mathbf d|$, the result is

$$\int_0^{2\pi}\!\!dk\int_0^T\!\!dt\;\mathbf n\cdot(\partial_k\mathbf n\times\partial_t\mathbf n)=2\pi\left[\frac{D}{\sqrt{w^2+D^2}}\right]_0^T .$$

In this non-interacting two-band model, the flux of a closed cycle divided by $4\pi$ is the Chern number, up to a sign convention. That this number counts the particles pumped per cycle requires adiabatic driving with a filled lower band, which is physical input and does not appear in the Lean hypotheses.

## The Bloch vector and its flux

```lean
import Mathlib

open Real Set MeasureTheory Matrix

namespace RiceMelePumpLeg

noncomputable section
```

Below, $w$ and $D$ are functions `ℝ → ℝ`, defined for all real times; the main theorems restrict them only on $[0,T]$.

```lean
/-- The Bloch vector `(w cos k, w sin k, D)` at momentum `k` and time `t`, for intercell hopping
`w`, staggered potential `D` and no intracell hopping. -/
def blochVector (w D : ℝ → ℝ) (k t : ℝ) : Fin 3 → ℝ :=
  ![w t * cos k, w t * sin k, D t]
```

This is $\mathbf d(k,t)$, not yet normalized. The type `Fin 3 → ℝ` is a real vector with three components, and `![...]` lists them. The lattice constant is 1.

```lean
/-- The Bloch vector divided by its Euclidean length, for `w` and `D` not both zero. -/
def blochDirection (w D : ℝ → ℝ) (k t : ℝ) : Fin 3 → ℝ :=
  (√(blochVector w D k t ⬝ᵥ blochVector w D k t))⁻¹ • blochVector w D k t
```

This is $\mathbf n=\mathbf d/\sqrt{\mathbf d\cdot\mathbf d}$, with `⬝ᵥ` for the dot product and `•` for multiplication by a scalar.

```lean
/-- The length `√(w² + D²)`. -/
def radius (w D : ℝ → ℝ) (t : ℝ) : ℝ := √(w t ^ 2 + D t ^ 2)
```

The length $r=\sqrt{w^2+D^2}$ is half the band gap.

```lean
/-- The signed transverse part `w / √(w² + D²)`, for `w` and `D` not both zero. -/
def transverse (w D : ℝ → ℝ) (t : ℝ) : ℝ := w t / radius w D t
```

Here $s=w/r$, which carries the sign of $w$.

```lean
/-- The height `D / √(w² + D²)` on the Bloch sphere, for `w` and `D` not both zero. -/
def height (w D : ℝ → ℝ) (t : ℝ) : ℝ := D t / radius w D t
```

Here $c=D/r$, the cosine of the polar angle on the Bloch sphere.

```lean
/-- The flux density `n · (∂ₖ n × ∂ₜ n)` of the normalized Bloch vector `n`, at points where
`w` and `D` are differentiable and not both zero. -/
def fluxDensity (w D : ℝ → ℝ) (k t : ℝ) : ℝ :=
  blochDirection w D k t ⬝ᵥ
    (deriv (fun q => blochDirection w D q t) k ⨯₃ deriv (fun u => blochDirection w D k u) t)
```

The flux density is $\mathbf n\cdot(\partial_k\mathbf n\times\partial_t\mathbf n)$. The symbol `⨯₃` is the cross product, and each `deriv` varies one argument while the other is held fixed.

```lean
/-- The flux density integrated over times from `0` to `T` and momenta from `0` to `2π`. -/
def pumpFlux (w D : ℝ → ℝ) (T : ℝ) : ℝ :=
  ∫ k in (0 : ℝ)..(2 * π), ∫ t in (0 : ℝ)..T, fluxDensity w D k t
```

The flux is an iterated integral, with time inside and momentum outside.

## From the triple product to a time derivative

```lean
variable {w D : ℝ → ℝ} {t T : ℝ}

/-- The length `√(w² + D²)` is positive when `w` and `D` are not both zero. -/
theorem radius_pos (h : w t ≠ 0 ∨ D t ≠ 0) : 0 < radius w D t := by
  apply Real.sqrt_pos.2
  rcases h with h | h <;> positivity
```

If $w$ or $D$ is nonzero, then $w^2+D^2>0$, hence $r>0$. The proof treats the two cases separately.

```lean
/-- The transverse part and the height satisfy `s² + c² = 1` when `w` and `D` are not both
zero. -/
theorem transverse_sq_add_height_sq (h : w t ≠ 0 ∨ D t ≠ 0) :
    transverse w D t ^ 2 + height w D t ^ 2 = 1 := by
  have hr := radius_pos h
  have hr2 : radius w D t ^ 2 = w t ^ 2 + D t ^ 2 := Real.sq_sqrt (by positivity)
  unfold transverse height
  rw [div_pow, div_pow, ← add_div, ← hr2]
  exact div_self (pow_ne_zero 2 hr.ne')
```

By hand, $s^2+c^2=(w^2+D^2)/r^2=1$. The point $(s,c)$ lies on the unit circle.

```lean
/-- The normalized Bloch vector is `(s cos k, s sin k, c)`, with transverse part `s` and
height `c`. -/
theorem blochDirection_eq (w D : ℝ → ℝ) (k t : ℝ) :
    blochDirection w D k t =
      ![transverse w D t * cos k, transverse w D t * sin k, height w D t] := by
  have h : blochVector w D k t ⬝ᵥ blochVector w D k t = w t ^ 2 + D t ^ 2 := by
    have e : blochVector w D k t ⬝ᵥ blochVector w D k t =
        w t * cos k * (w t * cos k) + w t * sin k * (w t * sin k) + D t * D t := by
      simp [blochVector, dotProduct, Fin.sum_univ_three]
    rw [e]
    linear_combination w t ^ 2 * Real.sin_sq_add_cos_sq k
  unfold blochDirection transverse height radius
  rw [h]
  ext i
  fin_cases i <;> simp [blochVector] <;> ring
```

Since $\mathbf d\cdot\mathbf d=w^2(\cos^2k+\sin^2k)+D^2=r^2$, division gives $\mathbf n=(s\cos k,\,s\sin k,\,c)$. The tactic `linear_combination` supplies the trigonometric identity, and `fin_cases` then checks the three components.

```lean
/-- If the transverse part `s` and the height `c` have time derivatives `s'` and `c'`, the flux
density is `s (s c' - c s')`. -/
theorem fluxDensity_eq (k : ℝ) {s' c' : ℝ} (hs : HasDerivAt (transverse w D) s' t)
    (hc : HasDerivAt (height w D) c' t) :
    fluxDensity w D k t =
      transverse w D t * (transverse w D t * c' - height w D t * s') := by
  have hk : HasDerivAt (fun q => blochDirection w D q t)
      ![transverse w D t * -sin k, transverse w D t * cos k, 0] k := by
    simp only [blochDirection_eq]
    rw [hasDerivAt_pi]
    intro i
    fin_cases i
    · exact (Real.hasDerivAt_cos k).const_mul (transverse w D t)
    · exact (Real.hasDerivAt_sin k).const_mul (transverse w D t)
    · exact hasDerivAt_const k (height w D t)
  have ht : HasDerivAt (fun u => blochDirection w D k u)
      ![s' * cos k, s' * sin k, c'] t := by
    simp only [blochDirection_eq]
    rw [hasDerivAt_pi]
    intro i
    fin_cases i
    · exact hs.mul_const (cos k)
    · exact hs.mul_const (sin k)
    · exact hc
  unfold fluxDensity
  rw [hk.deriv, ht.deriv, blochDirection_eq, cross_apply]
  simp [dotProduct, Fin.sum_univ_three]
  linear_combination (transverse w D t ^ 2 * c' - height w D t * transverse w D t * s') *
    Real.sin_sq_add_cos_sq k
```

`HasDerivAt f a t` says that $f$ is differentiable at $t$ with derivative $a$. With primes for time derivatives,

$$\partial_k\mathbf n=(-s\sin k,\,s\cos k,\,0),\qquad \partial_t\mathbf n=(s'\cos k,\,s'\sin k,\,c'),$$

$$\partial_k\mathbf n\times\partial_t\mathbf n=(s c'\cos k,\;s c'\sin k,\;-s s').$$

The dot product with $\mathbf n$ is $s^2c'-c\,s s'=s(sc'-cs')$. The facts `hk` and `ht` are the two derivatives, and the last lines expand the triple product.

```lean
/-- Where `w` and `D` are differentiable and not both zero, the flux density at every momentum
is the time derivative of the height `D / √(w² + D²)`. -/
theorem hasDerivAt_height (k : ℝ) {w' D' : ℝ} (hw : HasDerivAt w w' t)
    (hD : HasDerivAt D D' t) (h : w t ≠ 0 ∨ D t ≠ 0) :
    HasDerivAt (height w D) (fluxDensity w D k t) t := by
  have hr := radius_pos h
  have hr2 : radius w D t ^ 2 = w t ^ 2 + D t ^ 2 := Real.sq_sqrt (by positivity)
  -- the derivative `q` of the length `r` obeys `q r = w w' + D D'`
  obtain ⟨q, hq', hq⟩ : ∃ q, HasDerivAt (radius w D) q t ∧
      q * radius w D t = w t * w' + D t * D' := by
    have hsq : HasDerivAt (fun u => w u ^ 2 + D u ^ 2) (2 * (w t * w' + D t * D')) t := by
      have e : (fun u => w u ^ 2 + D u ^ 2) = fun u => w u * w u + D u * D u := by
        funext u
        ring
      rw [e]
      exact ((hw.fun_mul hw).fun_add (hD.fun_mul hD)).congr_deriv (by ring)
    have hne : w t ^ 2 + D t ^ 2 ≠ 0 := by
      rw [← hr2]
      positivity
    refine ⟨(w t * w' + D t * D') / radius w D t,
      (hsq.sqrt hne).congr_deriv (mul_div_mul_left _ _ two_ne_zero), ?_⟩
    field_simp
  -- the velocity is tangent to the unit circle: `s s' + c c' = 0`
  obtain ⟨s', c', hs, hc, hort⟩ : ∃ s' c', HasDerivAt (transverse w D) s' t ∧
      HasDerivAt (height w D) c' t ∧ transverse w D t * s' + height w D t * c' = 0 := by
    refine ⟨_, _, hw.fun_div hq' hr.ne', hD.fun_div hq' hr.ne', ?_⟩
    have num : w t * (w' * radius w D t - w t * q) +
        D t * (D' * radius w D t - D t * q) = 0 := by
      linear_combination q * hr2 - radius w D t * hq
    unfold transverse height
    calc _ = (w t * (w' * radius w D t - w t * q) +
          D t * (D' * radius w D t - D t * q)) / radius w D t ^ 3 := by ring
      _ = 0 := by rw [num, zero_div]
  refine hc.congr_deriv ?_
  rw [fluxDensity_eq k hs hc]
  linear_combination (-c') * transverse_sq_add_height_sq h + height w D t * hort
```

This theorem says that the flux density is $c'$, whatever the momentum. Differentiating $r^2=w^2+D^2$ gives $r r'=ww'+DD'$; the code calls $r'$ `q`. The quotient rule then yields

$$ss'+cc'=\frac{w(w'r-wr')+D(D'r-Dr')}{r^3}=\frac{r(ww'+DD')-r'r^2}{r^3}=0 .$$

Replacing $ss'$ by $-cc'$ in the triple product,

$$s^2c'-c\,(ss')=s^2c'+c^2c'=c' .$$

The final `linear_combination` combines exactly these two relations, $s^2+c^2=1$ and $ss'+cc'=0$.

## Integration over time, then momentum

```lean
/-- For `w` and `D` continuously differentiable on `[0, T]`, `T > 0`, and never both zero, the
flux density integrated over time at fixed momentum is the change of `D / √(w² + D²)`. -/
theorem integral_fluxDensity (hT : 0 < T) (hw : ContDiffOn ℝ 1 w (Icc 0 T))
    (hD : ContDiffOn ℝ 1 D (Icc 0 T)) (h : ∀ t ∈ Icc 0 T, w t ≠ 0 ∨ D t ≠ 0) (k : ℝ) :
    ∫ t in (0 : ℝ)..T, fluxDensity w D k t = height w D T - height w D 0 := by
  have hc : ContDiffOn ℝ 1 (height w D) (Icc 0 T) :=
    hD.div (((hw.pow 2).add (hD.pow 2)).sqrt
      (fun t ht => (Real.sqrt_pos.1 (radius_pos (h t ht))).ne'))
      (fun t ht => (radius_pos (h t ht)).ne')
  have hder : ∀ t ∈ Ioo 0 T, HasDerivAt (height w D) (fluxDensity w D k t) t := by
    intro t ht
    have hn := Icc_mem_nhds ht.1 ht.2
    exact hasDerivAt_height k
      ((hw.contDiffAt hn).differentiableAt (by simp)).hasDerivAt
      ((hD.contDiffAt hn).differentiableAt (by simp)).hasDerivAt
      (h t (Ioo_subset_Icc_self ht))
  -- the flux density agrees inside the interval with a continuous function
  have hcont := hc.continuousOn_derivWithin (uniqueDiffOn_Icc hT) le_rfl
  have hint : IntervalIntegrable (fluxDensity w D k) volume 0 T := by
    rw [intervalIntegrable_iff_integrableOn_Ioo_of_le hT.le]
    refine (hcont.integrableOn_Icc.mono_set Ioo_subset_Icc_self).congr_fun
      (fun t ht => ?_) measurableSet_Ioo
    rw [derivWithin_of_mem_nhds (Icc_mem_nhds ht.1 ht.2)]
    exact (hder t ht).deriv
  exact intervalIntegral.integral_eq_sub_of_hasDerivAt_of_le hT.le hc.continuousOn hder hint
```

`ContDiffOn ℝ 1 w (Icc 0 T)` means that $w$ is continuously differentiable on the closed interval $[0,T]$. Since $r$ never vanishes there, $c=D/r$ is also continuously differentiable, and the fundamental theorem of calculus gives

$$\int_0^T c'(t)\,dt=c(T)-c(0).$$

The proof identifies the flux density with $c'$ only at interior times (`Ioo`), because nothing is assumed about $w$ and $D$ outside the interval. The two end points do not affect the integral. Integrability follows from agreement with a continuous function in the interior.

```lean
/-- For `w` and `D` continuously differentiable on `[0, T]`, `T > 0`, and never both zero, the
flux of the pump leg is `2π` times the change of `D / √(w² + D²)`. -/
theorem pumpFlux_eq (hT : 0 < T) (hw : ContDiffOn ℝ 1 w (Icc 0 T))
    (hD : ContDiffOn ℝ 1 D (Icc 0 T)) (h : ∀ t ∈ Icc 0 T, w t ≠ 0 ∨ D t ≠ 0) :
    pumpFlux w D T =
      2 * π * (D T / √(w T ^ 2 + D T ^ 2) - D 0 / √(w 0 ^ 2 + D 0 ^ 2)) := by
  unfold pumpFlux
  simp only [integral_fluxDensity hT hw hD h]
  rw [intervalIntegral.integral_const, smul_eq_mul, sub_zero]
  rfl
```

The inner integral is the same for every $k$, so the momentum integral multiplies it by $2\pi$.

As a numerical instance, take $w=3$ and $D=8t-4$ on $[0,1]$. Then $r=5$ at both ends, and $c$ goes from $-4/5$ to $4/5$. The flux is $2\pi\cdot\tfrac85=\tfrac{16\pi}{5}\approx10.05$, which is $0.8$ of $4\pi$. If the lower band is filled and the driving is adiabatic, this fraction is the number of particles that cross each intercell bond during the leg. Another choice of Bloch phases within the cell can change the flux of an open leg, but not the total over a closed cycle.

## Legs that reach the full $4\pi$

```lean
/-- When `w` and `D` are not both zero, the height is `1` exactly if `w = 0` and `D > 0`. -/
theorem height_eq_one_iff (h : w t ≠ 0 ∨ D t ≠ 0) :
    height w D t = 1 ↔ w t = 0 ∧ 0 < D t := by
  have hr := radius_pos h
  have hr2 : radius w D t ^ 2 = w t ^ 2 + D t ^ 2 := Real.sq_sqrt (by positivity)
  unfold height
  rw [div_eq_one_iff_eq hr.ne']
  constructor
  · intro e
    have e2 : D t ^ 2 = radius w D t ^ 2 := congrArg (fun x => x ^ 2) e
    exact ⟨pow_eq_zero_iff two_ne_zero |>.1 (by linarith), by linarith⟩
  · rintro ⟨h0, hp⟩
    unfold radius
    rw [h0, zero_pow two_ne_zero, zero_add, Real.sqrt_sq hp.le]
```

The north pole $c=1$ means $D=r$. Squaring gives $w=0$, and $r>0$ gives $D>0$. Conversely, if $w=0$ and $D>0$, then $r=D$.

```lean
/-- For `w` and `D` continuously differentiable on `[0, T]`, `T > 0`, and never both zero, the
flux has absolute value at most `4π`, and it equals `4π` exactly if `w` vanishes at both ends
while `D` is negative at the start and positive at the end. -/
theorem pumpFlux_bound_and_eq_iff (hT : 0 < T) (hw : ContDiffOn ℝ 1 w (Icc 0 T))
    (hD : ContDiffOn ℝ 1 D (Icc 0 T)) (h : ∀ t ∈ Icc 0 T, w t ≠ 0 ∨ D t ≠ 0) :
    |pumpFlux w D T| ≤ 4 * π ∧
      (pumpFlux w D T = 4 * π ↔ (w 0 = 0 ∧ D 0 < 0) ∧ (w T = 0 ∧ 0 < D T)) := by
  have h0 := h 0 (left_mem_Icc.2 hT.le)
  have h1 := h T (right_mem_Icc.2 hT.le)
  have hF : pumpFlux w D T = 2 * π * (height w D T - height w D 0) := pumpFlux_eq hT hw hD h
  have b : ∀ t, (w t ≠ 0 ∨ D t ≠ 0) → -1 ≤ height w D t ∧ height w D t ≤ 1 := by
    intro t ht
    have e := transverse_sq_add_height_sq ht
    constructor <;> nlinarith [sq_nonneg (transverse w D t)]
  obtain ⟨l0, u0⟩ := b 0 h0
  obtain ⟨l1, u1⟩ := b T h1
  have hpi := Real.pi_pos
  -- the south pole is the north pole for the reversed potential
  have south : height w D 0 = -1 ↔ w 0 = 0 ∧ D 0 < 0 := by
    have hn : height w (fun t => -D t) 0 = -height w D 0 := by
      simp [height, radius, neg_div]
    have hi := height_eq_one_iff (w := w) (D := fun t => -D t) (t := 0)
      (h0.imp id neg_ne_zero.2)
    rw [hn, neg_eq_iff_eq_neg] at hi
    simpa only [neg_pos] using hi
  rw [hF, ← south, ← height_eq_one_iff h1]
  refine ⟨abs_le.2 ⟨by nlinarith, by nlinarith⟩, fun e => ?_, fun e => ?_⟩
  · have e2 : height w D T - height w D 0 = 2 :=
      mul_left_cancel₀ (by positivity : 2 * π ≠ 0) (by linarith)
    constructor <;> linarith
  · rw [e.1, e.2]
    ring
```

From $s^2+c^2=1$ we have $-1\le c\le1$, so the height changes by at most 2 in absolute value and the flux by at most $4\pi$. The value $+4\pi$ requires $c(0)=-1$ and $c(T)=1$: the intercell hopping vanishes at both ends, while the potential goes from negative to positive. The step `south` obtains the condition at the south pole from the previous theorem by replacing $D$ with $-D$.

```lean
/-- The leg `w = sin t`, `D = -cos t` on `[0, π]` has flux `4π`. -/
theorem pumpFlux_sin_cos : pumpFlux (fun t => sin t) (fun t => -cos t) π = 4 * π := by
  refine (pumpFlux_bound_and_eq_iff Real.pi_pos Real.contDiff_sin.contDiffOn
    Real.contDiff_cos.neg.contDiffOn (fun t _ => ?_)).2.2 (by simp)
  by_contra hcon
  rw [not_or, not_not, not_not] at hcon
  have e := Real.sin_sq_add_cos_sq t
  rw [hcon.1, neg_eq_zero.1 hcon.2] at e
  norm_num at e

end

end RiceMelePumpLeg
```

For $w=\sin t$ and $D=-\cos t$ we have $r=1$, and the height rises from $-1$ to $1$, so the flux is $2\pi\cdot2=4\pi$. The proof checks the end points and uses $\sin^2t+\cos^2t=1$ to exclude a gap closing.

Such a leg can be closed into a cycle by a return leg with $w=0$ and the intracell hopping switched on in between. There $\mathbf n$ does not depend on $k$, so the return adds no flux and the cycle has Chern number $\pm1$; this last step is an argument by hand.

```lean
#print axioms RiceMelePumpLeg.pumpFlux_eq
-- 'RiceMelePumpLeg.pumpFlux_eq' depends on axioms: [propext, Classical.choice, Quot.sound]
#print axioms RiceMelePumpLeg.pumpFlux_sin_cos
-- 'RiceMelePumpLeg.pumpFlux_sin_cos' depends on axioms: [propext, Classical.choice, Quot.sound]
```
